# The Ham–Ruedenberg relation for bipartite π-systems whose Kekulé structures share one sign

A Kekulé structure is represented here as a permutation. The starred and unstarred atoms of a bipartite π-system are both labelled by one finite type `n`, and $\sigma(i)$ is the unstarred atom doubly bonded to starred atom $i$. Each structure thereby has a sign, $\operatorname{sgn}\sigma=\pm1$. Relabelling one class of atoms multiplies all signs by a common factor, so whether they agree does not depend on the labels.

```lean
import Mathlib

open Finset

namespace HamRuedenberg

variable {n : Type*} [Fintype n] [DecidableEq n]
```

The bonds form a Boolean relation `E`, and $B$ is its 0-1 matrix, with starred atoms as rows and unstarred atoms as columns.

```lean
/-- The biadjacency matrix of a bipartite π-system: the entry is 1 if starred atom `i` is bonded
to unstarred atom `j`, and 0 otherwise. -/
def biadjacency (E : n → n → Bool) : Matrix n n ℚ :=
  Matrix.of fun i j => if E i j = true then 1 else 0
```

Let $\mathcal K$ be the set of Kekulé structures, $K$ their number, and $K_{ij}$ the number in which $i$ and $j$ are doubly bonded. The Pauling bond order is $K_{ij}/K$, with all structures weighted equally.

```lean
/-- The Kekulé structures (perfect matchings): each starred atom `i` is paired with a bonded
unstarred atom `σ i`. -/
def kekule (E : n → n → Bool) : Finset (Equiv.Perm n) :=
  univ.filter fun σ => ∀ i, E i (σ i) = true

/-- The Kekulé structures in which `i` and `j` are joined by a double bond. -/
def kekuleWith (E : n → n → Bool) (i j : n) : Finset (Equiv.Perm n) :=
  (kekule E).filter fun σ => σ i = j

/-- The Pauling bond order: the fraction of Kekulé structures with a double bond between `i`
and `j`, for a system that has at least one Kekulé structure. -/
def paulingBondOrder (E : n → n → Bool) (i j : n) : ℚ :=
  ((kekuleWith E i j).card : ℚ) / ((kekule E).card : ℚ)
```

If $K\ge1$ and all signs agree, then $B$ is invertible over the rationals and $B_{ij}(B^{-1})_{ji}=K_{ij}/K$ for every $i$ and $j$. The second condition is the predicate `SameSign`. The matrix of the whole π-system, $A$, has $B$ and its transpose as off-diagonal blocks.

```lean
/-- All Kekulé structures have the same permutation sign. -/
def SameSign (E : n → n → Bool) : Prop :=
  ∀ σ ∈ kekule E, ∀ τ ∈ kekule E, Equiv.Perm.sign σ = Equiv.Perm.sign τ

/-- The adjacency matrix of the whole π-system, starred atoms first. -/
def adjacency (E : n → n → Bool) : Matrix (n ⊕ n) (n ⊕ n) ℚ :=
  Matrix.fromBlocks 0 (biadjacency E) (biadjacency E).transpose 0
```

Neither planarity nor connectedness is assumed. Every bond has the entry 1, so bond alternation and heteroatom parameters are not covered.

## Equal numbers of starred and unstarred atoms

This hypothesis is built into the shared type `n`. Without it no Kekulé structure could pair all the atoms, and $B$ would not be square. With it, determinants become signed counts.

The product $\prod_i B_{i\sigma(i)}$ is 1 if every pair $i,\sigma(i)$ is bonded; otherwise some factor is 0. The proof makes the same case split.

```lean
/-- The product of biadjacency entries along a pairing of the atoms is 1 for a Kekulé structure
and 0 otherwise. -/
theorem prod_biadjacency (E : n → n → Bool) (σ : Equiv.Perm n) :
    ∏ i, biadjacency E i (σ i) = if σ ∈ kekule E then 1 else 0 := by
  by_cases h : ∀ i, E i (σ i) = true
  · rw [if_pos (by simpa [kekule] using h)]
    exact Finset.prod_eq_one fun i _ => by simp [biadjacency, h i]
  · rw [if_neg (by simpa [kekule] using h)]
    obtain ⟨i, hi⟩ := not_forall.mp h
    exact Finset.prod_eq_zero (mem_univ i) (by simp [biadjacency, hi])
```

Inserting this into the determinant expansion gives

$$\det B=\sum_{\sigma}\operatorname{sgn}\sigma\prod_i B_{i\sigma(i)}=\sum_{\sigma\in\mathcal K}\operatorname{sgn}\sigma .$$

Mathlib's expansion runs over $B_{\sigma(i)i}$, so the proof transposes first.

```lean
/-- The determinant of the biadjacency matrix is the sum of the signs of the Kekulé
structures. -/
theorem det_biadjacency (E : n → n → Bool) :
    (biadjacency E).det = ∑ σ ∈ kekule E, ((Equiv.Perm.sign σ : ℤ) : ℚ) := by
  rw [← Matrix.det_transpose, Matrix.det_apply']
  simp only [Matrix.transpose_apply, prod_biadjacency, mul_ite, mul_one, mul_zero]
  rw [Finset.sum_ite_mem, Finset.univ_inter]
```

The adjugate entry $\operatorname{adj}(B)_{ji}$ is the determinant of $B$ with row $i$ replaced by the unit vector $e_j$. Only permutations with $\sigma(i)=j$ survive, and their factor from row $i$ is 1. Multiplying by $B_{ij}$ puts the missing factor back:

$$B_{ij}\operatorname{adj}(B)_{ji}=\sum_{\sigma:\,\sigma(i)=j}\operatorname{sgn}\sigma\;B_{i\sigma(i)}\prod_{k\ne i}B_{k\sigma(k)}=\sum_{\sigma\in\mathcal K,\;\sigma(i)=j}\operatorname{sgn}\sigma .$$

In Lean, `Finset.mul_prod_erase` splits off the factor of atom $i$, `hrest` says that the other rows are unchanged, and `hfull` is the full product from the first lemma. The case `σ i = j` is closed by `linear_combination`; in the other case the unit vector contributes 0.

```lean
/-- A biadjacency entry times its cofactor is the sum of the signs of the Kekulé structures that
contain the double bond `i`-`j`. -/
theorem entry_mul_cofactor (E : n → n → Bool) (i j : n) :
    biadjacency E i j * (biadjacency E).adjugate j i =
      ∑ σ ∈ kekuleWith E i j, ((Equiv.Perm.sign σ : ℤ) : ℚ) := by
  rw [Matrix.adjugate_apply, ← Matrix.det_transpose, Matrix.det_apply', Finset.mul_sum,
    kekuleWith, Finset.sum_filter, ← Finset.univ_inter (kekule E), ← Finset.sum_ite_mem]
  refine Finset.sum_congr rfl fun σ _ => ?_
  simp only [Matrix.transpose_apply]
  -- split off the factor of atom i, the only one changed by the row replacement
  rw [← Finset.mul_prod_erase univ
    (fun k => (biadjacency E).updateRow i (Pi.single j 1) k (σ k)) (mem_univ i)]
  have hrest : ∏ k ∈ univ.erase i, (biadjacency E).updateRow i (Pi.single j 1) k (σ k) =
      ∏ k ∈ univ.erase i, biadjacency E k (σ k) :=
    Finset.prod_congr rfl fun k hk => by
      rw [Matrix.updateRow_ne (Finset.ne_of_mem_erase hk)]
  have hfull := prod_biadjacency E σ
  rw [← Finset.mul_prod_erase univ (fun k => biadjacency E k (σ k)) (mem_univ i)] at hfull
  by_cases h : σ i = j
  · subst h
    simp only [hrest, Matrix.updateRow_self, Pi.single_eq_same, if_true]
    by_cases hm : σ ∈ kekule E
    · rw [if_pos hm] at hfull ⊢
      linear_combination ((Equiv.Perm.sign σ : ℤ) : ℚ) * hfull
    · rw [if_neg hm] at hfull ⊢
      linear_combination ((Equiv.Perm.sign σ : ℤ) : ℚ) * hfull
  · simp [Matrix.updateRow_self, h]
```

## At least one Kekulé structure

Physically, the π-electrons can all be paired in double bonds between neighbours. The derivation needs this to divide by $K$ and to have $\det B\neq0$. In the proof, `hK` supplies `hcard` and a reference structure `τ`.

If $K=0$, the signed sum is empty, $\det B=0$ and $B$ is singular. Lean's conventions for division by zero and for singular inverses would then reduce the product relation to $0=0$, but the claim of invertibility would be false.

The smallest molecule is ethene, with one atom in each class: $B=(1)$, $K=1$, and the bond order is 1. A single structure always satisfies the sign condition.

## One common sign

Two Kekulé structures differ by exchanging single and double bonds around closed rings. A ring of $2m$ atoms contributes a cycle of length $m$, with sign $(-1)^{m-1}$. Exchange around a ring of $4k+2$ atoms therefore keeps the sign, and around one of $4k$ atoms reverses it. For benzenoid hydrocarbons whose fused hexagons enclose no hole, the signs are known to agree, but the theorem takes agreement as a hypothesis.

If $s=\pm1$ is the common sign, the two signed sums become $\det B=sK$ and $B_{ij}\operatorname{adj}(B)_{ji}=sK_{ij}$. Hence $\det B\ne0$, and

$$B_{ij}(B^{-1})_{ji}=\frac{B_{ij}\operatorname{adj}(B)_{ji}}{\det B}=\frac{sK_{ij}}{sK}=\frac{K_{ij}}{K}.$$

The hypothesis `hs` enters the proof once, in `hsum`, which turns a signed sum over any set of Kekulé structures into $s$ times its size. The final `field_simp` cancels $s$.

```lean
/-- Ham-Ruedenberg relation: if Kekulé structures exist and all have the same sign, the
biadjacency matrix `B` is invertible and `B i j * B⁻¹ j i` is the Pauling bond order. -/
theorem ham_ruedenberg (E : n → n → Bool) (hK : (kekule E).Nonempty) (hs : SameSign E) :
    IsUnit (biadjacency E) ∧
      ∀ i j, biadjacency E i j * (biadjacency E)⁻¹ j i = paulingBondOrder E i j := by
  have hcard : ((kekule E).card : ℚ) ≠ 0 := Nat.cast_ne_zero.2 hK.card_pos.ne'
  obtain ⟨τ, hτ⟩ := hK
  obtain ⟨s, hsdef⟩ : ∃ s : ℚ, s = ((Equiv.Perm.sign τ : ℤ) : ℚ) := ⟨_, rfl⟩
  have hs0 : s ≠ 0 := by
    rw [hsdef]
    rcases Int.units_eq_one_or (Equiv.Perm.sign τ) with h | h <;> simp [h]
  -- a signed sum over Kekulé structures is the common sign times their number
  have hsum : ∀ T ⊆ kekule E,
      ∑ σ ∈ T, ((Equiv.Perm.sign σ : ℤ) : ℚ) = s * (T.card : ℚ) := by
    intro T hT
    calc ∑ σ ∈ T, ((Equiv.Perm.sign σ : ℤ) : ℚ) = ∑ _σ ∈ T, s :=
          Finset.sum_congr rfl fun σ hσ => by rw [hs σ (hT hσ) τ hτ, hsdef]
      _ = s * (T.card : ℚ) := by rw [Finset.sum_const, nsmul_eq_mul, mul_comm]
  have hdet : (biadjacency E).det = s * ((kekule E).card : ℚ) := by
    rw [det_biadjacency, hsum _ (Finset.Subset.refl _)]
  refine ⟨(Matrix.isUnit_iff_isUnit_det _).2
    (isUnit_iff_ne_zero.2 (by rw [hdet]; exact mul_ne_zero hs0 hcard)), fun i j => ?_⟩
  have hcof := entry_mul_cofactor E i j
  rw [hsum (kekuleWith E i j) (Finset.filter_subset _ _)] at hcof
  -- the common sign cancels between cofactor and determinant
  rw [Matrix.inv_def, Ring.inverse_eq_inv', Matrix.smul_apply, smul_eq_mul, mul_left_comm,
    hcof, hdet, paulingBondOrder]
  field_simp
```

## A bonded pair

The factor $B_{ij}$ equals 1 when $i$ and $j$ are bonded, so the inverse entry alone is then the bond order. For the whole system,

$$A=\begin{pmatrix}0&B\\B^{T}&0\end{pmatrix},\qquad A^{-1}=\begin{pmatrix}0&(B^{-1})^{T}\\B^{-1}&0\end{pmatrix},$$

as block multiplication confirms. The entry between starred $i$ and unstarred $j$ is $(B^{-1})_{ji}$. The proof checks the block inverse in `hinv` and uses `hij` only to obtain `hB`.

```lean
/-- If Kekulé structures exist and all have the same sign, the entry of the inverse adjacency matrix
between a starred atom and an unstarred atom bonded to it is the Pauling bond order of their bond.
-/
theorem inv_adjacency_eq_bondOrder (E : n → n → Bool) (hK : (kekule E).Nonempty)
    (hs : SameSign E) {i j : n} (hij : E i j = true) :
    (adjacency E)⁻¹ (Sum.inl i) (Sum.inr j) = paulingBondOrder E i j := by
  obtain ⟨hu, hrel⟩ := ham_ruedenberg E hK hs
  have hd := (Matrix.isUnit_iff_isUnit_det _).1 hu
  have hinv : (adjacency E)⁻¹ =
      Matrix.fromBlocks 0 ((biadjacency E)⁻¹).transpose (biadjacency E)⁻¹ 0 := by
    apply Matrix.inv_eq_right_inv
    rw [adjacency, Matrix.fromBlocks_multiply, ← Matrix.transpose_mul,
      Matrix.mul_nonsing_inv _ hd, Matrix.nonsing_inv_mul _ hd]
    simp
  have hB : biadjacency E i j = 1 := by simp [biadjacency, hij]
  rw [hinv, Matrix.fromBlocks_apply₁₂, Matrix.transpose_apply, ← hrel i j, hB, one_mul]
```

In Hückel theory, a non-interacting model, with equal site energies set to zero and equal resonance integrals $\beta$, the Hamiltonian is $\beta A$, so under these hypotheses the bonded entries of its inverse are Pauling bond orders divided by $\beta$.

For a non-bonded pair the bond order is 0, but the inverse entry need not be, as benzene shows.

## Benzene in numbers

With labels 0, 1, 2 in each class,

$$B=\begin{pmatrix}1&1&0\\0&1&1\\1&0&1\end{pmatrix},\qquad B^{-1}=\frac12\begin{pmatrix}1&-1&1\\1&1&-1\\-1&1&1\end{pmatrix}.$$

```lean
/-- The six-membered ring of benzene: starred atom `i` is bonded to unstarred atoms `i` and
`i + 1`, counted modulo 3. -/
def benzene : Fin 3 → Fin 3 → Bool := fun i j => decide (j = i ∨ j = i + 1)
```

The two Kekulé structures are the identity and the 3-cycle $i\mapsto i+1$. Both are even, so $\det B=2$. For the bond between starred 0 and unstarred 1, $B_{01}(B^{-1})_{10}=1\cdot\tfrac12$. Starred 0 and unstarred 2 lie opposite each other and are not bonded, yet $(B^{-1})_{20}=-\tfrac12$.

The theorem confirms the count, the common sign and the bond orders by enumerating permutations with `decide +kernel`.

```lean
/-- Benzene has two Kekulé structures, they have the same sign, and every bond has Pauling bond
order 1/2. -/
theorem benzene_witness :
    (kekule benzene).card = 2 ∧ SameSign benzene ∧
      ∀ i j, benzene i j = true → paulingBondOrder benzene i j = 1 / 2 := by
  refine ⟨by decide +kernel, ?_, by decide +kernel⟩
  unfold SameSign
  decide +kernel
```

## Mixed signs in two fused four-membered rings

Here the sign condition fails while $B$ remains invertible:

$$B=\begin{pmatrix}1&1&0\\1&1&1\\0&1&1\end{pmatrix}.$$

```lean
/-- Two four-membered rings sharing a bond: starred atom `i` and unstarred atom `j` are bonded if
their labels differ by at most one. -/
def fusedSquares : Fin 3 → Fin 3 → Bool :=
  fun i j => decide (i.val ≤ j.val + 1 ∧ j.val ≤ i.val + 1)
```

The Kekulé structures are the identity, with sign $+1$, and the exchanges of 0 with 1 and of 1 with 2, each with sign $-1$. Thus $\det B=-1$. The bond between starred 0 and unstarred 0 is double in the identity and in the second exchange. Their signs cancel, so the Ham–Ruedenberg product $B_{00}(B^{-1})_{00}$ is 0, although the Pauling bond order is $2/3$.

The proof supplies the inverse explicitly, checks the matrix product in `h`, and reads off the entry.

```lean
/-- For two fused four-membered rings the signs differ and the biadjacency matrix is invertible,
but for one bond the Ham-Ruedenberg product is 0 while the Pauling bond order is 2/3. -/
theorem fusedSquares_relation_fails :
    ¬ SameSign fusedSquares ∧ IsUnit (biadjacency fusedSquares) ∧
      biadjacency fusedSquares 0 0 * (biadjacency fusedSquares)⁻¹ 0 0 = 0 ∧
      paulingBondOrder fusedSquares 0 0 = 2 / 3 := by
  have h : biadjacency fusedSquares * !![0, 1, -1; 1, -1, 1; -1, 1, 0] = 1 := by
    decide +kernel
  refine ⟨?_, (Matrix.isUnit_iff_isUnit_det _).2 (Matrix.isUnit_det_of_right_inverse h), ?_,
    by decide +kernel⟩
  · unfold SameSign
    decide +kernel
  · rw [Matrix.inv_eq_right_inv h]
    simp

end HamRuedenberg
```

```lean
#print axioms HamRuedenberg.ham_ruedenberg
-- 'HamRuedenberg.ham_ruedenberg' depends on axioms: [propext, Classical.choice, Quot.sound]
#print axioms HamRuedenberg.inv_adjacency_eq_bondOrder
-- 'HamRuedenberg.inv_adjacency_eq_bondOrder' depends on axioms: [propext, Classical.choice, Quot.sound]
#print axioms HamRuedenberg.fusedSquares_relation_fails
-- 'HamRuedenberg.fusedSquares_relation_fails' depends on axioms: [propext, Classical.choice, Quot.sound]
```
